# The Symmetric Split of Spin Decay into Vacuum Fluctuations and Radiation Reaction: Equal on the Highest State, Cancelling on the Lowest

An excited atom in empty space emits a photon, while an atom in its ground state stays there. The vacuum field fluctuates around both of them. If these fluctuations alone drove the atom, they could push it up as well as down, and the ground state would not be stable. The atom is also acted on by the field that it radiates itself, an effect called radiation reaction. How much of the decay belongs to each, and what keeps the ground state quiet?

For an atom described by a spin and a Markovian master equation, the question has an algebraic answer once the two contributions are defined by a symmetric ordering of the field operators. The spin operators are Jz, J₊ and J₋, in units with ℏ = 1. Jz measures the excitation, J₊ raises it by one and J₋ lowers it by one.

```lean
import Mathlib

open Matrix

namespace FluctuationReaction

noncomputable section
```

## A spin given by its commutators

The derivation uses three relations:

    Jz J₊ − J₊ Jz = J₊
    Jz J₋ − J₋ Jz = −J₋
    J₊ J₋ − J₋ J₊ = 2 Jz

In Lean they are the fields `raise`, `lower` and `comm` of the structure `IsSpin`. The operators are elements of an arbitrary ring `A`. No matrix size, total spin or inner product is fixed, and J₋ is not required to be the Hermitian adjoint of J₊, although in the physical case it is.

```lean
/-- The commutation relations of a spin: `Jp` raises `Jz` by one, `Jm` lowers it by one,
and the commutator of `Jp` with `Jm` is `2 Jz`. -/
structure IsSpin {A : Type*} [Ring A] (Jz Jp Jm : A) : Prop where
  raise : Jz * Jp - Jp * Jz = Jp
  lower : Jz * Jm - Jm * Jz = -Jm
  comm : Jp * Jm - Jm * Jp = 2 * Jz
```

## Emission and absorption in the Heisenberg picture

A jump operator L with adjoint partner L′ changes an observable X at the rate

    L′ X L − (L′L X + X L′L)/2

Emission has L = J₋ and L′ = J₊, and absorption has the two exchanged. Written out, the two dissipators are

    D₋(X) = J₊ X J₋ − (J₊J₋ X + X J₊J₋)/2
    D₊(X) = J₋ X J₊ − (J₋J₊ X + X J₋J₊)/2

The overall rate constant, which for a two-level atom is the Einstein A coefficient, is set to one. The Lindblad form is taken as the starting point and is not derived from a coupling to the field. A Hamiltonian proportional to Jz would add nothing to the motion of Jz and is left out.

The Lean definition lists the partner first, so `dissipator K Jp Jm` is emission and `dissipator K Jm Jp` is absorption. The scalars come from a field `K`, over which `A` is an algebra. The theorems about dissipators take `K` to have characteristic zero, as the rational, real and complex numbers do, which makes the factor 1/2 meaningful.

```lean
variable (K : Type*) [Field K] {A : Type*} [Ring A] [Algebra K A]

/-- The Heisenberg-picture dissipator `L' X L - {L' L, X} / 2` of a jump operator `L`
with adjoint partner `L'`, acting on the observable `X`. -/
def dissipator (L' L X : A) : A :=
  L' * X * L - (2 : K)⁻¹ • (L' * L * X + X * (L' * L))
```

A slip that does damage here is to apply the density-matrix form L X L′ − (L′L X + X L′L)/2 to an observable. For emission from a spin one half it turns Jz into −Jz instead of −J₊J₋. The excited state then loses excitation at rate 1/2 instead of 1, and the ground state gains it at rate 1/2 in a perfect vacuum. The jump operator has to stand on the right of X and its partner on the left.

## Why half the sum and half the difference

Let the atom sit in broadband thermal light, with the vacuum as the special case n = 0, and let a and a† be the annihilation and creation operators of a resonant field mode, which holds n photons on average. Emission is weighted by ⟨a a†⟩ = n + 1 and absorption by ⟨a†a⟩ = n. Each weight consists of a symmetric part and a commutator part:

    n + 1 = (n + 1/2) + 1/2
    n     = (n + 1/2) − 1/2

The symmetric part, n + 1/2, measures the fluctuations of the field. The commutator part, +1/2 for emission and −1/2 for absorption, is the same for every state of the field and belongs to its response to the atom. In the vacuum n is zero. The two parts then add up to 1 for emission and cancel for absorption, so only D₋ remains. Collecting the symmetric parts of both weights in F and the commutator parts in R splits it into

    D₋(X) = F(X) + R(X)
    F(X) = (D₋(X) + D₊(X))/2
    R(X) = (D₋(X) − D₊(X))/2

F is the contribution of vacuum fluctuations and R that of radiation reaction. These names rest on the symmetric ordering of a and a†; another ordering distributes the same total differently. In the file the split is a definition, and the field operators themselves do not appear.

```lean
/-- The vacuum-fluctuation part: half the sum of the emission and absorption dissipators. -/
def fluctuationPart (Jp Jm X : A) : A :=
  (2 : K)⁻¹ • (dissipator K Jp Jm X + dissipator K Jm Jp X)

/-- The radiation-reaction part: half the difference of the emission and absorption
dissipators. -/
def reactionPart (Jp Jm X : A) : A :=
  (2 : K)⁻¹ • (dissipator K Jp Jm X - dissipator K Jm Jp X)
```

## Moving Jz through the ladder operators

The first commutator gives J₊Jz = JzJ₊ − J₊, and the second gives J₋Jz = JzJ₋ + J₋. For emission, the sandwiched term becomes

    J₊ Jz J₋ = Jz J₊J₋ − J₊J₋

The product J₊J₋ commutes with Jz, because lowering and then raising leaves the excitation unchanged:

    J₊J₋ Jz = J₊ (Jz J₋ + J₋)
            = (Jz J₊J₋ − J₊J₋) + J₊J₋
            = Jz J₊J₋

The anticommutator term is therefore just Jz J₊J₋, and subtraction leaves

    D₋(Jz) = (Jz J₊J₋ − J₊J₋) − Jz J₊J₋ = −J₊J₋

In the proof, `hp` and `hm` are the two rearranged commutators, `h1` is the sandwiched term, and `h2` says that J₊J₋ commutes with Jz. The tactic `module` then collects the coefficients.

```lean
variable [CharZero K] {Jz Jp Jm : A}

/-- The emission dissipator sends `Jz` to `-J₊J₋`. -/
theorem emission_Jz (h : IsSpin Jz Jp Jm) :
    dissipator K Jp Jm Jz = -(Jp * Jm) := by
  have hp : Jp * Jz = Jz * Jp - Jp := by
    rw [eq_sub_iff_add_eq, ← sub_eq_iff_eq_add'.mp h.raise]
  have hm : Jm * Jz = Jz * Jm + Jm := by
    have h' := h.lower
    rw [sub_eq_iff_eq_add] at h'
    rw [h']
    abel
  -- move Jz to the left through the ladder operators
  have h1 : Jp * Jz * Jm = Jz * (Jp * Jm) - Jp * Jm := by
    rw [hp, sub_mul, mul_assoc]
  have h2 : Jp * Jm * Jz = Jz * (Jp * Jm) := by
    rw [mul_assoc, hm, mul_add, ← mul_assoc, h1, sub_add_cancel]
  unfold dissipator
  rw [h1, h2]
  module
```

Absorption runs the same way with the ladder operators exchanged. Now the sandwiched term gains a product instead of losing one:

    J₋ Jz J₊ = Jz J₋J₊ + J₋J₊
    J₋J₊ Jz = Jz J₋J₊
    D₊(Jz) = J₋J₊

Emission thus lowers Jz at the rate J₊J₋, and absorption raises it at the rate J₋J₊.

```lean
/-- The absorption dissipator sends `Jz` to `J₋J₊`. -/
theorem absorption_Jz (h : IsSpin Jz Jp Jm) :
    dissipator K Jm Jp Jz = Jm * Jp := by
  have hp : Jp * Jz = Jz * Jp - Jp := by
    rw [eq_sub_iff_add_eq, ← sub_eq_iff_eq_add'.mp h.raise]
  have hm : Jm * Jz = Jz * Jm + Jm := by
    have h' := h.lower
    rw [sub_eq_iff_eq_add] at h'
    rw [h']
    abel
  have h1 : Jm * Jz * Jp = Jz * (Jm * Jp) + Jm * Jp := by
    rw [hm, add_mul, mul_assoc]
  have h2 : Jm * Jp * Jz = Jz * (Jm * Jp) := by
    rw [mul_assoc, hp, mul_sub, ← mul_assoc, h1, add_sub_cancel_right]
  unfold dissipator
  rw [h1, h2]
  module
```

## The two contributions to the decay of Jz

The third commutator exchanges the order of the ladder operators:

    J₊J₋ = J₋J₊ + 2 Jz

The lemma writes 2 Jz as a sum of two copies of Jz, a form in which `module` can count them.

```lean
/-- Exchanging the order of the ladder operators costs twice `Jz`. -/
theorem ladder_swap (h : IsSpin Jz Jp Jm) : Jp * Jm = Jm * Jp + (Jz + Jz) := by
  rw [← two_mul Jz, ← h.comm]
  abel
```

Inserting D₋(Jz) and D₊(Jz) into the definitions gives

    F(Jz) = (−J₊J₋ + J₋J₊)/2 = −Jz
    R(Jz) = (−J₊J₋ − J₋J₊)/2
    F(Jz) + R(Jz) = −J₊J₋

Fluctuations pull Jz towards zero from either side, as a noisy drive without a preferred direction would. For Hermitian Jz and J₋ = J₊†, radiation reaction never raises the mean excitation, since J₊J₋ and J₋J₊ are then both positive operators.

The theorem states the three equations as one conjunction. Only the first needs the exchange of ladder operators; the other two follow by collecting terms.

```lean
/-- Vacuum fluctuations send `Jz` to `-Jz`, radiation reaction sends it to
`-(J₊J₋ + J₋J₊)/2`, and the two contributions add up to `-J₊J₋`. -/
theorem fluctuation_reaction_Jz (h : IsSpin Jz Jp Jm) :
    fluctuationPart K Jp Jm Jz = -Jz ∧
    reactionPart K Jp Jm Jz = -((2 : K)⁻¹ • (Jp * Jm + Jm * Jp)) ∧
    fluctuationPart K Jp Jm Jz + reactionPart K Jp Jm Jz = -(Jp * Jm) := by
  unfold fluctuationPart reactionPart
  rw [emission_Jz K h, absorption_Jz K h]
  refine ⟨?_, ?_, ?_⟩
  · rw [ladder_swap h]
    module
  · module
  · module
```

When N two-level atoms couple identically to one Markovian reservoir, Jz and J± are their collective spin operators, and −J₊J₋ is the loss of excitation that underlies superradiance in this idealised model.

## Cancellation on the lowest state

Let v be a state with J₋v = 0. Since the sum of the two parts is −J₊J₋ and the fluctuation part is −Jz, radiation reaction can be written with J₋ on the right:

    R(Jz) = Jz − J₊J₋

Acting on v, the last term vanishes, so

    F(Jz) v = −Jz v
    R(Jz) v = +Jz v
    (F(Jz) + R(Jz)) v = 0

On the lowest state of a spin j, where Jz has the value −j, fluctuations contribute +j and radiation reaction −j. In the symmetric split, the quiet of the ground state appears as a cancellation of two contributions, each of them nonzero when j > 0. Whatever the ordering, the total −J₊J₋ vanishes there because J₋v = 0.

In Lean a state is an element `v` of any module `V` over the operator ring, and `Jm • v` is the operator acting on it. The statement needs neither normalisation nor finite dimension. In the proof, `hr` is the rewritten form of R(Jz).

```lean
/-- On a state annihilated by `J₋`, vacuum fluctuations act as `-Jz` and radiation reaction
as `+Jz`, so that their sum vanishes. -/
theorem cancel_on_lowest {V : Type*} [AddCommGroup V] [Module A V]
    (h : IsSpin Jz Jp Jm) (v : V) (hv : Jm • v = 0) :
    fluctuationPart K Jp Jm Jz • v = -(Jz • v) ∧
    reactionPart K Jp Jm Jz • v = Jz • v ∧
    (fluctuationPart K Jp Jm Jz + reactionPart K Jp Jm Jz) • v = 0 := by
  obtain ⟨hf, _, hs⟩ := fluctuation_reaction_Jz K h
  -- radiation reaction in normal order for the lowest state
  have hr : reactionPart K Jp Jm Jz = Jz - Jp * Jm := by
    rw [hf] at hs
    rw [sub_eq_add_neg, ← hs]
    abel
  refine ⟨by rw [hf, neg_smul], ?_, ?_⟩
  · rw [hr, sub_smul, mul_smul, hv, smul_zero, sub_zero]
  · rw [hs, neg_smul, mul_smul, hv, smul_zero, neg_zero]
```

## Equal parts on the highest state

For a state with J₊v = 0 the useful form has J₊ on the right. Replacing J₊J₋ by J₋J₊ + 2 Jz in R(Jz) gives

    R(Jz) = −Jz − J₋J₊

The last term vanishes on v, and both parts act as −Jz:

    F(Jz) v = −Jz v
    R(Jz) v = −Jz v

For a spin j the highest state therefore loses excitation at the rate 2j, half of it from each contribution. This form of R(Jz) is `hr'` in the proof.

```lean
/-- On a state annihilated by `J₊`, vacuum fluctuations and radiation reaction
both act as `-Jz`. -/
theorem equal_on_highest {V : Type*} [AddCommGroup V] [Module A V]
    (h : IsSpin Jz Jp Jm) (v : V) (hv : Jp • v = 0) :
    fluctuationPart K Jp Jm Jz • v = -(Jz • v) ∧
    reactionPart K Jp Jm Jz • v = -(Jz • v) := by
  obtain ⟨hf, hr, _⟩ := fluctuation_reaction_Jz K h
  have hr' : reactionPart K Jp Jm Jz = -Jz - Jm * Jp := by
    rw [hr, ladder_swap h]
    module
  refine ⟨by rw [hf, neg_smul], ?_⟩
  rw [hr', sub_smul, mul_smul, hv, smul_zero, sub_zero, neg_smul]
```

A spin one shows what happens in between. Its normalised states with Jz = m are eigenstates of both ladder products, with the values

    J₊J₋ = (1 + m)(2 − m)
    J₋J₊ = (1 − m)(2 + m)

For m = 1 these are 2 and 0, for m = 0 they are 2 and 2, and for m = −1 they are 0 and 2. Hence:

    m = +1:   F = −1,   R = −1,   total −2
    m =  0:   F =  0,   R = −2,   total −2
    m = −1:   F = +1,   R = −1,   total  0

In the middle state radiation reaction accounts for the whole decay. The equal shares belong to the highest state, not to every excited one.

## Photons in the mode strengthen only the fluctuations

With n photons in the mode, emission has weight n + 1 and absorption n. Separating the n = 0 term gives

    (n + 1) D₋(Jz) + n D₊(Jz)
      = D₋(Jz) + n (D₋(Jz) + D₊(Jz))
      = F(Jz) + R(Jz) + 2n F(Jz)
      = −(2n + 1) Jz + R(Jz)

In Einstein's terms, stimulated emission and absorption enter with the same strength n and only enhance the fluctuation part. The operator R(Jz) is the same in bright thermal light as in the dark, although its mean value can change with the state of the atom. The theorem holds for any `n` in `K`; physically, n is a non-negative mean photon number.

```lean
/-- With emission weighted by `n + 1` and absorption by `n`, the change of `Jz` is
`-(2n + 1) Jz` plus the radiation-reaction part, which does not depend on `n`. -/
theorem thermal_Jz (h : IsSpin Jz Jp Jm) (n : K) :
    (n + 1) • dissipator K Jp Jm Jz + n • dissipator K Jm Jp Jz =
      -((2 * n + 1) • Jz) + reactionPart K Jp Jm Jz := by
  rw [(fluctuation_reaction_Jz K h).2.1, emission_Jz K h, absorption_Jz K h, ladder_swap h]
  module
```

## Spin one half in matrices

For a two-level atom, with the excited state as the first basis vector, the operators are 2×2 complex matrices. Jz has the diagonal entries 1/2 and −1/2, and each ladder operator has a single entry 1.

```lean
/-- The `z` component of a spin one half, with the excited state first. -/
def sz : Matrix (Fin 2) (Fin 2) ℂ := !![1/2, 0; 0, -1/2]

/-- The raising operator of a spin one half. -/
def sp : Matrix (Fin 2) (Fin 2) ℂ := !![0, 1; 0, 0]

/-- The lowering operator of a spin one half. -/
def sm : Matrix (Fin 2) (Fin 2) ℂ := !![0, 0; 1, 0]
```

These matrices satisfy the three commutation relations, so `IsSpin` describes something that exists. The proof compares the matrices entry by entry.

```lean
/-- The spin-half matrices satisfy the spin commutation relations. -/
theorem isSpin_witness : IsSpin sz sp sm := by
  refine ⟨?_, ?_, ?_⟩
  · ext i j
    fin_cases i <;> fin_cases j <;>
      simp [sz, sp]
    norm_num
  · ext i j
    fin_cases i <;> fin_cases j <;>
      simp [sz, sm]
    norm_num
  · rw [two_mul]
    ext i j
    fin_cases i <;> fin_cases j <;>
      simp [sz, sp, sm] <;> norm_num
```

The two ladder products are the projectors onto the excited and the ground state. They add up to the identity, so for spin one half

    F(Jz) = −Jz
    R(Jz) = −1/2 times the identity

On the excited state (1, 0) both parts give −1/2, and the total of −1 is the full spontaneous decay in units of the A coefficient. On the ground state (0, 1) fluctuations give +1/2 and radiation reaction −1/2. Both vectors are normalised eigenvectors of the two parts, so these numbers are also expectation values.

The theorem states the four eigenvalue equations, with `*ᵥ` for a matrix acting on a vector. Its proof inserts the general formulas for F(Jz) and R(Jz) and evaluates the components.

```lean
/-- For a spin one half, both parts give `-1/2` on the excited state; on the ground state
vacuum fluctuations give `+1/2` and radiation reaction gives `-1/2`. -/
theorem spin_half_parts :
    fluctuationPart ℂ sp sm sz *ᵥ ![1, 0] = (-1/2 : ℂ) • ![1, 0] ∧
    reactionPart ℂ sp sm sz *ᵥ ![1, 0] = (-1/2 : ℂ) • ![1, 0] ∧
    fluctuationPart ℂ sp sm sz *ᵥ ![0, 1] = (1/2 : ℂ) • ![0, 1] ∧
    reactionPart ℂ sp sm sz *ᵥ ![0, 1] = (-1/2 : ℂ) • ![0, 1] := by
  obtain ⟨hf, hr, _⟩ := fluctuation_reaction_Jz ℂ isSpin_witness
  rw [hf, hr]
  refine ⟨?_, ?_, ?_, ?_⟩ <;> ext i <;> fin_cases i <;>
    simp [sz, sp, sm, Matrix.mulVec, dotProduct, Matrix.mul_apply, Fin.sum_univ_succ] <;>
    norm_num

end

end FluctuationReaction
```

```lean
#print axioms FluctuationReaction.cancel_on_lowest
#print axioms FluctuationReaction.equal_on_highest
#print axioms FluctuationReaction.thermal_Jz
#print axioms FluctuationReaction.spin_half_parts
```

```
'FluctuationReaction.cancel_on_lowest' depends on axioms: [propext, Classical.choice, Quot.sound]
'FluctuationReaction.equal_on_highest' depends on axioms: [propext, Classical.choice, Quot.sound]
'FluctuationReaction.thermal_Jz' depends on axioms: [propext, Classical.choice, Quot.sound]
'FluctuationReaction.spin_half_parts' depends on axioms: [propext, Classical.choice, Quot.sound]
```
